# On a fixed grid, the centre gradient of a gradient-corrected energy involves second derivatives of the basis functions

When an atom moves, its basis functions move with it, while the grid on which a gradient-corrected energy is summed may stay where it is. Which derivatives of the basis functions does the force then need?

```lean
import Mathlib

open Finset

namespace GridForces

noncomputable section

variable {ι κ : Type*} [Fintype ι] [Fintype κ]

/-- The density at `x` of basis functions `b i` carried by centres `A i`, with density
matrix `P`. -/
def density (P : Matrix ι ι ℝ) (b : ι → ℝ → ℝ) (A : ι → ℝ) (x : ℝ) : ℝ :=
  ∑ i, ∑ j, P i j * (b i (x - A i) * b j (x - A j))

/-- The two local variables of a gradient-corrected functional: the density and the square
of its slope. -/
def ingredients (P : Matrix ι ι ℝ) (b : ι → ℝ → ℝ) (A : ι → ℝ) (x : ℝ) : ℝ × ℝ :=
  (density P b A x, (deriv (density P b A) x) ^ 2)

/-- The energy density `f(ρ, (ρ')²)` at the point `x`. -/
def energyDensity (P : Matrix ι ι ℝ) (b : ι → ℝ → ℝ) (f : ℝ × ℝ → ℝ) (A : ι → ℝ)
    (x : ℝ) : ℝ :=
  f (ingredients P b A x)

/-- The energy as a quadrature with weights `w q` on fixed grid points `X q`. -/
def energy (P : Matrix ι ι ℝ) (b : ι → ℝ → ℝ) (f : ℝ × ℝ → ℝ) (w X : κ → ℝ)
    (A : ι → ℝ) : ℝ :=
  ∑ q, w q * energyDensity P b f A (X q)

/-- The contribution of the point `x` to the energy gradient for centre `k`, written with
first and second derivatives of the basis functions. -/
def pointGradient (P : Matrix ι ι ℝ) (b : ι → ℝ → ℝ) (f : ℝ × ℝ → ℝ) (A : ι → ℝ)
    (k : ι) (x : ℝ) : ℝ :=
  -2 * ∑ j, P k j *
    (fderiv ℝ f (ingredients P b A x) (1, 0) * (deriv (b k) (x - A k) * b j (x - A j))
      + 2 * fderiv ℝ f (ingredients P b A x) (0, 1) * deriv (density P b A) x *
        (deriv (deriv (b k)) (x - A k) * b j (x - A j)
          + deriv (b k) (x - A k) * deriv (b j) (x - A j)))

variable {P : Matrix ι ι ℝ} {b : ι → ℝ → ℝ} {f : ℝ × ℝ → ℝ}

/-- Chain rule for a differentiable function evaluated at a moving point. -/
theorem chain {g u : ℝ → ℝ} {u' t : ℝ} (hg : Differentiable ℝ g) (hu : HasDerivAt u u' t) :
    HasDerivAt (fun s => g (u s)) (deriv g (u t) * u') t :=
  (hg (u t)).hasDerivAt.comp t hu

/-- Product rule for a double sum of differentiable factors weighted by a symmetric matrix. -/
theorem pair_deriv (hP : P.IsSymm) {g h : ι → ℝ → ℝ} {g' h' : ι → ℝ} {t : ℝ}
    (hg : ∀ i, HasDerivAt (g i) (g' i) t) (hh : ∀ i, HasDerivAt (h i) (h' i) t) :
    HasDerivAt (fun s => ∑ i, ∑ j, P i j * (g i s * h j s))
      (∑ i, ∑ j, P i j * (g' i * h j t + g j t * h' i)) t := by
  have H : HasDerivAt (fun s => ∑ i, ∑ j, P i j * (g i s * h j s))
      (∑ i, ∑ j, P i j * (g' i * h j t + g i t * h' j)) t :=
    HasDerivAt.fun_sum fun i _ => HasDerivAt.fun_sum fun j _ =>
      ((hg i).fun_mul (hh j)).const_mul (P i j)
  refine H.congr_deriv ?_
  simp only [mul_add, sum_add_distrib]
  congr 1
  -- exchange the two summation indices and use the symmetry of `P`
  rw [sum_comm]
  exact sum_congr rfl fun i _ => sum_congr rfl fun j _ => by rw [hP.apply i j]

/-- For symmetric `P` and differentiable basis functions the slope of the density is
`ρ' = 2 ∑ P_ij b_i' b_j`. -/
theorem density_slope (hP : P.IsSymm) (hb : ∀ i, Differentiable ℝ (b i)) (A : ι → ℝ)
    (x : ℝ) :
    HasDerivAt (density P b A)
      (2 * ∑ i, ∑ j, P i j * (deriv (b i) (x - A i) * b j (x - A j))) x := by
  have h : ∀ i, HasDerivAt (fun y => b i (y - A i)) (deriv (b i) (x - A i) * 1) x :=
    fun i => chain (u := fun y => y - A i) (hb i) ((hasDerivAt_id' x).sub_const (A i))
  have H := pair_deriv hP h h
  refine H.congr_deriv ?_
  simp only [mul_sum]
  exact sum_congr rfl fun i _ => sum_congr rfl fun j _ => by ring

/-- Response of the density at a fixed point when the centres move with velocities `v`, for
symmetric `P` and differentiable basis functions. -/
theorem density_response (hP : P.IsSymm) (hb : ∀ i, Differentiable ℝ (b i))
    {R : ℝ → ι → ℝ} {v : ι → ℝ} {t : ℝ} (hR : ∀ i, HasDerivAt (fun s => R s i) (v i) t)
    (x : ℝ) :
    HasDerivAt (fun s => density P b (R s) x)
      (∑ k, v k * (-2 * ∑ j, P k j * (deriv (b k) (x - R t k) * b j (x - R t j)))) t := by
  have h : ∀ i, HasDerivAt (fun s => b i (x - R s i)) (deriv (b i) (x - R t i) * -v i) t :=
    fun i => chain (u := fun s => x - R s i) (hb i) ((hR i).const_sub x)
  have H := pair_deriv hP h h
  refine H.congr_deriv ?_
  simp only [mul_sum]
  exact sum_congr rfl fun i _ => sum_congr rfl fun j _ => by ring

/-- Response of the density slope at a fixed point when the centres move with velocities `v`,
for symmetric `P` and twice differentiable basis functions. -/
theorem slope_response (hP : P.IsSymm) (hb : ∀ i, Differentiable ℝ (b i))
    (hb' : ∀ i, Differentiable ℝ (deriv (b i)))
    {R : ℝ → ι → ℝ} {v : ι → ℝ} {t : ℝ} (hR : ∀ i, HasDerivAt (fun s => R s i) (v i) t)
    (x : ℝ) :
    HasDerivAt (fun s => deriv (density P b (R s)) x)
      (∑ k, v k * (-2 * ∑ j, P k j * (deriv (deriv (b k)) (x - R t k) * b j (x - R t j)
        + deriv (b k) (x - R t k) * deriv (b j) (x - R t j)))) t := by
  have h : ∀ i, HasDerivAt (fun s => b i (x - R s i)) (deriv (b i) (x - R t i) * -v i) t :=
    fun i => chain (u := fun s => x - R s i) (hb i) ((hR i).const_sub x)
  have h' : ∀ i, HasDerivAt (fun s => deriv (b i) (x - R s i))
      (deriv (deriv (b i)) (x - R t i) * -v i) t :=
    fun i => chain (u := fun s => x - R s i) (hb' i) ((hR i).const_sub x)
  have e : (fun s => deriv (density P b (R s)) x) = fun s =>
      2 * ∑ i, ∑ j, P i j * (deriv (b i) (x - R s i) * b j (x - R s j)) :=
    funext fun s => (density_slope hP hb (R s) x).deriv
  rw [e]
  have H := (pair_deriv hP h' h).const_mul 2
  refine H.congr_deriv ?_
  simp only [mul_sum]
  exact sum_congr rfl fun i _ => sum_congr rfl fun j _ => by ring

/-- Response of the energy density at a fixed point to moving centres, for symmetric `P`,
twice differentiable basis functions and `f` differentiable at the local variables there. -/
theorem energyDensity_response (hP : P.IsSymm) (hb : ∀ i, Differentiable ℝ (b i))
    (hb' : ∀ i, Differentiable ℝ (deriv (b i)))
    {R : ℝ → ι → ℝ} {v : ι → ℝ} {t : ℝ} (hR : ∀ i, HasDerivAt (fun s => R s i) (v i) t)
    {x : ℝ} (hf : DifferentiableAt ℝ f (ingredients P b (R t) x)) :
    HasDerivAt (fun s => energyDensity P b f (R s) x)
      (∑ k, v k * pointGradient P b f (R t) k x) t := by
  have sq : ∀ {g : ℝ → ℝ} {g' : ℝ}, HasDerivAt g g' t →
      HasDerivAt (fun s => g s ^ 2) (2 * g t * g') t := by
    intro g g' h
    have h2 := h.fun_pow 2
    exact h2.congr_deriv (by simp)
  have lin : ∀ (L : ℝ × ℝ →L[ℝ] ℝ) (a c : ℝ), L (a, c) = a * L (1, 0) + c * L (0, 1) := by
    intro L a c
    have hac : ((a, c) : ℝ × ℝ) = a • (1, 0) + c • (0, 1) := by simp
    rw [hac, map_add, map_smul, map_smul, smul_eq_mul, smul_eq_mul]
  -- chain rule through the pair (ρ, (ρ')²)
  have h3 := (density_response hP hb hR x).prodMk (sq (slope_response hP hb hb' hR x))
  have h4 := hf.hasFDerivAt.comp_hasDerivAt t h3
  refine h4.congr_deriv ?_
  rw [lin]
  simp only [pointGradient, mul_sum, sum_mul, ← sum_add_distrib]
  exact sum_congr rfl fun i _ => sum_congr rfl fun j _ => by ring

/-- The energy gradient for centre `k` on a fixed grid, for symmetric `P`, twice differentiable
basis functions and `f` differentiable at the local variables on the grid. It contains second
derivatives of the basis function that moves. -/
theorem energy_gradient [DecidableEq ι] (hP : P.IsSymm) (hb : ∀ i, Differentiable ℝ (b i))
    (hb' : ∀ i, Differentiable ℝ (deriv (b i))) (w X : κ → ℝ) (A : ι → ℝ)
    (hf : ∀ q, DifferentiableAt ℝ f (ingredients P b A (X q))) (k : ι) :
    HasDerivAt (fun a => energy P b f w X (Function.update A k a))
      (-2 * ∑ q, w q * ∑ j, P k j *
        (fderiv ℝ f (ingredients P b A (X q)) (1, 0) *
            (deriv (b k) (X q - A k) * b j (X q - A j))
          + 2 * fderiv ℝ f (ingredients P b A (X q)) (0, 1) * deriv (density P b A) (X q) *
            (deriv (deriv (b k)) (X q - A k) * b j (X q - A j)
              + deriv (b k) (X q - A k) * deriv (b j) (X q - A j)))) (A k) := by
  -- only centre `k` moves, with unit velocity
  have hR : ∀ i, HasDerivAt (fun a => Function.update A k a i)
      ((Pi.single k 1 : ι → ℝ) i) (A k) := by
    intro i
    by_cases h : i = k
    · subst h
      simp only [Function.update_self, Pi.single_eq_same]
      exact hasDerivAt_id' _
    · simp only [Function.update_of_ne h, Pi.single_eq_of_ne h]
      exact hasDerivAt_const _ _
  have hp : ∀ q, HasDerivAt (fun a => energyDensity P b f (Function.update A k a) (X q))
      (pointGradient P b f A k (X q)) (A k) := by
    intro q
    have h := energyDensity_response (f := f) (R := fun a => Function.update A k a)
      (x := X q) hP hb hb' hR (by simp only [Function.update_eq_self]; exact hf q)
    simp only [Function.update_eq_self] at h
    exact h.congr_deriv (by simp [Pi.single_apply])
  have H : HasDerivAt (fun a => energy P b f w X (Function.update A k a))
      (∑ q, w q * pointGradient P b f A k (X q)) (A k) :=
    HasDerivAt.fun_sum fun q _ => (hp q).const_mul (w q)
  refine H.congr_deriv ?_
  simp only [pointGradient, mul_sum]
  exact sum_congr rfl fun q _ => sum_congr rfl fun j _ => by ring

/-- For symmetric `P`, twice differentiable basis functions and `f` differentiable at the local
variables on the grid, the energy gradients for all centres add up to minus the quadrature of the
spatial derivative of the energy density. -/
theorem sum_energy_gradient [DecidableEq ι] (hP : P.IsSymm)
    (hb : ∀ i, Differentiable ℝ (b i)) (hb' : ∀ i, Differentiable ℝ (deriv (b i)))
    (w X : κ → ℝ) (A : ι → ℝ)
    (hf : ∀ q, DifferentiableAt ℝ f (ingredients P b A (X q))) :
    ∑ k, deriv (fun a => energy P b f w X (Function.update A k a)) (A k)
      = -∑ q, w q * deriv (energyDensity P b f A) (X q) := by
  -- moving the point forward is the same as moving all centres backward
  have hx : ∀ q, HasDerivAt (energyDensity P b f A)
      (-∑ k, pointGradient P b f A k (X q)) (X q) := by
    intro q
    have h := energyDensity_response (f := f) (R := fun y i => A i + (X q - y))
      (v := fun _ => -1) (t := X q) (x := X q) hP hb hb'
      (fun i => ((hasDerivAt_id' (X q)).const_sub (X q)).const_add (A i))
      (by simp only [sub_self, add_zero]; exact hf q)
    have e : (fun y => energyDensity P b f (fun i => A i + (X q - y)) (X q))
        = energyDensity P b f A := by
      funext y
      have ar : ∀ i, X q - (A i + (X q - y)) = y - A i := fun i => by ring
      simp only [energyDensity, ingredients,
        fun (B : ι → ℝ) (z : ℝ) => (density_slope hP hb B z).deriv]
      simp only [density, ar]
    simp only [sub_self, add_zero] at h
    rw [e] at h
    exact h.congr_deriv (by simp)
  have e1 : ∀ k, deriv (fun a => energy P b f w X (Function.update A k a)) (A k)
      = ∑ q, w q * pointGradient P b f A k (X q) := by
    intro k
    rw [(energy_gradient hP hb hb' w X A hf k).deriv]
    simp only [pointGradient, mul_sum]
    exact sum_congr rfl fun q _ => sum_congr rfl fun j _ => by ring
  simp only [e1, fun q => (hx q).deriv, mul_neg, sum_neg_distrib, neg_neg, mul_sum]
  exact sum_comm

/-- For one twice differentiable basis function `g` with unit occupation and the energy density
`(ρ')²`, the derivative with respect to the centre is `-8 g g' (g'' g + g'²)`. -/
theorem single_function_gradient {g : ℝ → ℝ} (hg : Differentiable ℝ g)
    (hg' : Differentiable ℝ (deriv g)) (a x : ℝ) :
    HasDerivAt (fun s => energyDensity (1 : Matrix Unit Unit ℝ) (fun _ => g) Prod.snd
        (fun _ => s) x)
      (-8 * g (x - a) * deriv g (x - a) *
        (deriv (deriv g) (x - a) * g (x - a) + deriv g (x - a) ^ 2)) a := by
  have h := energyDensity_response (P := (1 : Matrix Unit Unit ℝ)) (b := fun _ => g)
    (f := Prod.snd) (R := fun s _ => s) (v := fun _ => 1) (t := a) (x := x)
    Matrix.isSymm_one (fun _ => hg) (fun _ => hg') (fun _ => hasDerivAt_id' a)
    differentiableAt_snd
  have hs := (density_slope (P := (1 : Matrix Unit Unit ℝ)) (b := fun _ => g)
    Matrix.isSymm_one (fun _ => hg) (fun _ => a) x).deriv
  refine h.congr_deriv ?_
  simp only [pointGradient, hs, fderiv_snd]
  simp
  ring

end

end GridForces
```

```lean
#print axioms GridForces.energy_gradient
#print axioms GridForces.sum_energy_gradient
#print axioms GridForces.single_function_gradient
```

```
'GridForces.energy_gradient' depends on axioms: [propext, Classical.choice, Quot.sound]
'GridForces.sum_energy_gradient' depends on axioms: [propext, Classical.choice, Quot.sound]
'GridForces.single_function_gradient' depends on axioms: [propext, Classical.choice, Quot.sound]
```

## A density on a line and its energy on fixed points

Finitely many real basis functions \(b_i\) sit at centres \(A_i\) on a line. With a real symmetric density matrix \(P\), the density is

\[
\rho(x)=\sum_{i,j}P_{ij}\,b_i(x-A_i)\,b_j(x-A_j).
\]

This is `density`. The energy density \(e(x)=f\big(\rho(x),\rho'(x)^2\big)\) is `energyDensity`, where the slope \(\rho'\) is the actual derivative of `density` and not a separate input. The energy is a quadrature with weights \(w_q\) on points \(X_q\):

\[
E=\sum_q w_q\,e(X_q).
\]

Below, \(b_i\), \(b_i'\) and \(b_i''\) without an argument are taken at \(x-A_i\), and \(f_1,f_2\) are the partial derivatives of \(f\) at \((\rho,\rho'^2)\). In Lean these two are `fderiv ℝ f` at `ingredients P b A x`, applied to `(1, 0)` and `(0, 1)`.

The theorem `energy_gradient` says that \(E\), as a function of the single coordinate \(A_k\), is differentiable with

\[
\frac{\partial E}{\partial A_k}=-2\sum_q w_q\sum_j P_{kj}\Big[f_1\,b_k'b_j+2f_2\,\rho'\,\big(b_k''b_j+b_k'b_j'\big)\Big]_{x=X_q}.
\]

The expression `Function.update A k a` puts centre \(k\) at \(a\) and leaves the others alone; the derivative is taken at `a = A k`.

The hypotheses are that \(P\) is symmetric, that each \(b_i\) is twice differentiable, and that \(f\) is differentiable at the pairs met on the grid. Gaussians satisfy the second condition, whereas a function with a cusp does not. The third deserves care where \(\rho'=0\): \(f\) is a function on the whole plane, so differentiability there also concerns negative values of its second argument.

## What the model holds fixed

The matrix \(P\), the weights and the grid points do not change as a centre moves. The result is therefore the explicit derivative of one energy term, not the complete force of a self-consistent calculation. The model is one-dimensional and has a single density without spin.

Each basis function has its own centre coordinate. For an atom carrying several functions, `energyDensity_response` covers the joint motion: give those functions velocity 1 and the others velocity 0, and their contributions add.

## From the product rule to the gradient

**Symmetric sums.** Let \(g_i\) and \(h_i\) be differentiable functions of one variable. The product rule gives

\[
\Big(\sum_{i,j}P_{ij}g_ih_j\Big)'=\sum_{i,j}P_{ij}\,(g_i'h_j+g_ih_j').
\]

Exchanging the names \(i\) and \(j\) in the second term and using \(P_{ji}=P_{ij}\) turns this into \(\sum_{i,j}P_{ij}(g_i'h_j+g_jh_i')\), so that every term differentiates a factor with index \(i\). This is `pair_deriv`; `sum_comm` performs the exchange and `hP.apply` supplies the symmetry.

**The slope.** Taking \(g_i=h_i=b_i(x-A_i)\) as functions of \(x\) gives `density_slope`:

\[
\rho'=2\sum_{i,j}P_{ij}\,b_i'b_j .
\]

**Moving centres.** Let the centres follow differentiable paths \(R_i(t)\) with velocities \(v_i\), while \(x\) stays fixed. By `chain`, \(b_i(x-R_i)\) changes at the rate \(-v_ib_i'\), and \(b_i'(x-R_i)\) at the rate \(-v_ib_i''\), with the basis functions now evaluated at \(x-R_i\). The symmetric product rule then gives

\[
\frac{d\rho}{dt}=\sum_k v_k\Big(-2\sum_jP_{kj}\,b_k'b_j\Big),
\]

\[
\frac{d\rho'}{dt}=\sum_k v_k\Big(-2\sum_jP_{kj}\,(b_k''b_j+b_k'b_j')\Big).
\]

These are `density_response` and `slope_response`. The second proof first replaces the slope by its formula along the whole path, then applies `pair_deriv` with \(g_i=b_i'\) and \(h_j=b_j\). This is where the second derivative enters: the slope already contains \(b_k'\), and moving the centre differentiates it again.

**Through \(f\).** Since \((\rho'^2)\) changes at the rate \(2\rho'\,d\rho'/dt\), the chain rule yields

\[
\frac{de}{dt}=f_1\frac{d\rho}{dt}+2f_2\,\rho'\frac{d\rho'}{dt}=\sum_k v_k\,G_k(x),
\]

\[
G_k(x)=-2\sum_jP_{kj}\big[f_1b_k'b_j+2f_2\rho'(b_k''b_j+b_k'b_j')\big].
\]

Here \(G_k\) is `pointGradient`, and the statement is `energyDensity_response`. Its proof pairs the two responses with `prodMk`, composes with the derivative of \(f\), and uses linearity (`lin`) to split off \(f_1\) and \(f_2\).

**Over the grid.** Setting \(v_k=1\) and all other velocities to zero, then summing with the weights, gives the stated gradient. In Lean that velocity vector is `Pi.single k 1`.

## The net force left by a fixed grid

Moving the observation point forward has the same effect on \(e\) as moving all centres backward. With every velocity equal to \(-1\), the response formula therefore gives \(e'(x)=-\sum_kG_k(x)\) at each grid point, and hence

\[
\sum_k\frac{\partial E}{\partial A_k}=-\sum_q w_q\,e'(X_q).
\]

This is `sum_energy_gradient`. Its proof uses the path `A i + (X q - y)`, which returns the original energy density as a function of \(y\). The net force from this term is \(\sum_q w_q e'(X_q)\). For a smooth, localised energy density the corresponding integral of \(e'\) over the line vanishes, but a finite quadrature need not reproduce that zero.

## One function shows the second derivative

Take one basis function \(g\) at centre \(a\), with \(P=1\) and \(f\) equal to its second argument. Then \(\rho=g^2\), \(\rho'=2gg'\) and \(e=4g^2g'^2\). Moving the centre reverses the sign of the spatial derivative:

\[
\frac{\partial e}{\partial a}=-(8gg'^3+8g^2g'g'')=-8gg'(g''g+g'^2),
\]

with everything evaluated at \(x-a\). The theorem `single_function_gradient` obtains this by specialising the general response.

## Forces in a code, and a grid that moves

In a three-dimensional code for gradient-corrected functionals, the analogous force routine evaluates values, gradients and second derivatives of the basis functions at each grid point. If \(f\) depends on the density alone, then \(f_2=0\) and first derivatives suffice. A finite-difference test of the formula for \(\partial E/\partial A_k\) can displace centre \(k\) alone, with \(P\), the points and the weights unchanged.

A different model attaches each grid point to a centre. With constant weights, every point that travels with centre \(k\) adds \(w_qe'(X_q)\) to \(\partial E/\partial A_k\). If each point follows exactly one centre, these additions cancel the net force above. Weights that depend on the centres would bring their own derivatives as well. Both statements about moving grids come from the same chain rule, but the theorems here treat only the fixed grid.
